# For a reference coupled only to doubles, second-order perturbation theory with the degree-preserving part of \(H\) as \(H_0\) gives the doubles-only CEPA(0) correlation energy

Let \(H\) be a real symmetric matrix over finitely many orthonormal configurations \(i\) with excitation degrees \(g_i\), where the reference \(r\) is the only configuration of degree 0. The zeroth-order Hamiltonian \(H_0\) keeps the entries \(H_{ij}\) with \(g_i=g_j\), and the perturbation is \(V=H-H_0\). The reference energy \(H_{rr}\) is taken to be a nondegenerate eigenvalue of \(H_0\); the theorems use only that it is not an eigenvalue of the doubles block of \(H\).

In Lean 4 with Mathlib:

```lean
import Mathlib

open Matrix

namespace RetainingExcitationDegree

noncomputable section

variable {n : Type*} [Fintype n] [DecidableEq n]

/-- The doubly excited configurations. -/
abbrev Doubles (g : n → ℕ) := {i : n // g i = 2}

/-- The Hamiltonian is symmetric, `r` is the only configuration of degree zero, and `r` couples
to no excited configurations other than doubles. -/
structure SingleReference (g : n → ℕ) (H : Matrix n n ℝ) (r : n) : Prop where
  isSymm : H.IsSymm
  ref_grade : ∀ i, g i = 0 ↔ i = r
  coupled : ∀ i, g i ≠ 0 → g i ≠ 2 → H i r = 0

/-- The zeroth-order Hamiltonian keeps the entries between equal excitation degrees. -/
def H0 (g : n → ℕ) (H : Matrix n n ℝ) : Matrix n n ℝ :=
  Matrix.of fun i j => if g i = g j then H i j else 0

/-- The perturbation is the rest of the Hamiltonian. -/
def V (g : n → ℕ) (H : Matrix n n ℝ) : Matrix n n ℝ := H - H0 g H

/-- The reference state as a vector. -/
def ref (r : n) : n → ℝ := Pi.single r 1

/-- The state with amplitudes `c` on the doubles and zero elsewhere. -/
def embed (g : n → ℕ) (c : Doubles g → ℝ) : n → ℝ :=
  fun i => if h : g i = 2 then c ⟨i, h⟩ else 0

/-- The doubles block of the Hamiltonian, shifted by the reference energy. -/
def gap (g : n → ℕ) (H : Matrix n n ℝ) (r : n) : Matrix (Doubles g) (Doubles g) ℝ :=
  H.submatrix Subtype.val Subtype.val - H r r • (1 : Matrix (Doubles g) (Doubles g) ℝ)

/-- The coupling of the doubles to the reference. -/
def coupling (g : n → ℕ) (H : Matrix n n ℝ) (r : n) : Doubles g → ℝ := fun i => H i.1 r

/-- The first-order amplitudes `-A⁻¹ v`, for an invertible shifted doubles block `A`. -/
def amp (g : n → ℕ) (H : Matrix n n ℝ) (r : n) : Doubles g → ℝ :=
  -((gap g H r)⁻¹ *ᵥ coupling g H r)

/-- The CEPA(0) equations: the Schrödinger equation projected on the doubles with the reference
energy in place of the total energy, and the correlation energy projected on the reference. -/
def IsCEPA0 (g : n → ℕ) (H : Matrix n n ℝ) (r : n) (c : Doubles g → ℝ) (Ec : ℝ) : Prop :=
  (∀ i : Doubles g, (H *ᵥ (ref r + embed g c)) i.1 = H r r * c i) ∧
    Ec = ref r ⬝ᵥ H *ᵥ embed g c

variable {g : n → ℕ} {H : Matrix n n ℝ} {r : n}

/-- A matrix acting on the reference gives its reference column. -/
theorem mulVec_ref (M : Matrix n n ℝ) (i : n) : (M *ᵥ ref r) i = M i r := by
  simp [ref, Matrix.mulVec, dotProduct, Pi.single_apply]

/-- The overlap with the reference is the reference component. -/
theorem ref_dot (x : n → ℝ) : ref r ⬝ᵥ x = x r := by
  simp [ref, dotProduct, Pi.single_apply]

omit [DecidableEq n] in
/-- A matrix acting on a doubles state is a sum over doubles. -/
theorem mulVec_embed (M : Matrix n n ℝ) (c : Doubles g → ℝ) (i : n) :
    (M *ᵥ embed g c) i = ∑ j : Doubles g, M i j.1 * c j := by
  change ∑ j, M i j * embed g c j = _
  rw [← Fintype.sum_subtype_add_sum_subtype (fun j => g j = 2)]
  have hz : ∑ j : {j // ¬ g j = 2}, M i j.1 * embed g c j.1 = 0 :=
    Finset.sum_eq_zero fun j _ => by simp [embed, j.2]
  rw [hz, add_zero]
  exact Finset.sum_congr rfl fun j _ => by simp [embed, j.2]

/-- The shifted doubles block acting on amplitudes, written out. -/
theorem gap_mulVec (c : Doubles g → ℝ) (i : Doubles g) :
    (gap g H r *ᵥ c) i = ∑ j : Doubles g, H i.1 j.1 * c j - H r r * c i := by
  rw [gap, Matrix.sub_mulVec, Matrix.smul_mulVec, Matrix.one_mulVec]
  rfl

/-- For an invertible shifted doubles block, the linear amplitude equations have exactly one
solution, the first-order amplitudes. -/
theorem amplitude_iff (hA : IsUnit (gap g H r).det) (c : Doubles g → ℝ) :
    gap g H r *ᵥ c + coupling g H r = 0 ↔ c = amp g H r := by
  constructor
  · intro h
    have h' : gap g H r *ᵥ c = -coupling g H r := eq_neg_of_add_eq_zero_left h
    calc c = (gap g H r)⁻¹ *ᵥ (gap g H r *ᵥ c) := by
          rw [Matrix.mulVec_mulVec, Matrix.nonsing_inv_mul _ hA, Matrix.one_mulVec]
      _ = amp g H r := by rw [h', Matrix.mulVec_neg, amp]
  · rintro rfl
    rw [amp, Matrix.mulVec_neg, Matrix.mulVec_mulVec, Matrix.mul_nonsing_inv _ hA,
      Matrix.one_mulVec, neg_add_cancel]

/-- For a single-reference problem with an invertible shifted doubles block `A`, a doubles state
solves the first-order equation, with zero first-order energy, exactly when its amplitudes are `-A⁻¹
v`. -/
theorem firstOrder_iff (h : SingleReference g H r) (hA : IsUnit (gap g H r).det)
    (c : Doubles g → ℝ) :
    H0 g H *ᵥ embed g c + V g H *ᵥ ref r = H r r • embed g c ↔ c = amp g H r := by
  have hr : g r = 0 := (h.ref_grade r).2 rfl
  rw [← amplitude_iff hA, ← sub_eq_zero]
  -- the doubles rows are the amplitude equations
  have row : ∀ i : Doubles g, (H0 g H *ᵥ embed g c + V g H *ᵥ ref r - H r r • embed g c) i.1
      = (gap g H r *ᵥ c + coupling g H r) i := by
    intro i
    have h1 : ∀ j : Doubles g, H0 g H i.1 j.1 = H i.1 j.1 := fun j => by simp [H0, i.2, j.2]
    have h2 : V g H i.1 r = H i.1 r := by simp [V, H0, i.2, hr]
    have h3 : embed g c i.1 = c i := dif_pos i.2
    simp only [Pi.sub_apply, Pi.add_apply, Pi.smul_apply, smul_eq_mul, mulVec_embed,
      mulVec_ref, gap_mulVec, h1, h2, h3, coupling]
    ring
  constructor
  · intro e
    funext i
    rw [← row i, e]
    rfl
  · intro e
    funext i
    by_cases hi : g i = 2
    · rw [row ⟨i, hi⟩, e]
      rfl
    · -- all other rows vanish identically
      have h1 : ∑ j : Doubles g, H0 g H i j.1 * c j = 0 :=
        Finset.sum_eq_zero fun j _ => by simp [H0, j.2, hi]
      have h2 : V g H i r = 0 := by
        by_cases h0 : g i = 0
        · simp [V, H0, h0, hr]
        · simp [V, H0, h0, hr, h.coupled i h0 hi]
      have h3 : embed g c i = 0 := dif_neg hi
      simp only [Pi.sub_apply, Pi.add_apply, Pi.smul_apply, smul_eq_mul, mulVec_embed,
        mulVec_ref, h1, h2, h3, Pi.zero_apply]
      ring

/-- The lowest orders of the perturbation series, for a single-reference problem with an invertible
shifted doubles block `A`: the reference solves the zeroth-order equation, `E1 = 0`, the doubles
state `-A⁻¹ v` solves the first-order equation, `E2 = -v·A⁻¹v`, and the perturbation has zero
expectation value in the first-order state. -/
theorem retaining_degree_series (h : SingleReference g H r) (hA : IsUnit (gap g H r).det) :
    H0 g H *ᵥ ref r = H r r • ref r ∧
    ref r ⬝ᵥ V g H *ᵥ ref r = 0 ∧
    H0 g H *ᵥ embed g (amp g H r) + V g H *ᵥ ref r = H r r • embed g (amp g H r) ∧
    ref r ⬝ᵥ V g H *ᵥ embed g (amp g H r)
      = -(coupling g H r ⬝ᵥ (gap g H r)⁻¹ *ᵥ coupling g H r) ∧
    embed g (amp g H r) ⬝ᵥ V g H *ᵥ embed g (amp g H r) = 0 := by
  have hr : g r = 0 := (h.ref_grade r).2 rfl
  refine ⟨?_, ?_, (firstOrder_iff h hA _).2 rfl, ?_, ?_⟩
  · funext i
    rw [mulVec_ref]
    by_cases hi : i = r
    · subst hi
      simp [H0, ref]
    · have h0 : g i ≠ 0 := fun e => hi ((h.ref_grade i).1 e)
      simp [H0, ref, hr, h0, hi]
  · rw [ref_dot, mulVec_ref]
    simp [V, H0]
  · rw [ref_dot, mulVec_embed, ← dotProduct_neg]
    refine Finset.sum_congr rfl fun j _ => ?_
    have hj : V g H r j.1 = H j.1 r := by
      simp [V, H0, hr, j.2, h.isSymm.apply j.1 r]
    rw [hj]
    rfl
  · -- the perturbation has no entries between doubles
    refine Finset.sum_eq_zero fun i _ => ?_
    rw [mulVec_embed]
    by_cases hi : g i = 2
    · rw [Finset.sum_eq_zero fun j _ => by simp [V, H0, hi, j.2], mul_zero]
    · simp [embed, hi]

/-- For a single-reference problem with an invertible shifted doubles block `A`, the CEPA(0)
equations have exactly one solution: the first-order amplitudes, with correlation energy `-v·A⁻¹v`.
-/
theorem cepa0_iff (h : SingleReference g H r) (hA : IsUnit (gap g H r).det)
    (c : Doubles g → ℝ) (Ec : ℝ) :
    IsCEPA0 g H r c Ec ↔
      c = amp g H r ∧ Ec = -(coupling g H r ⬝ᵥ (gap g H r)⁻¹ *ᵥ coupling g H r) := by
  have h1 : (∀ i : Doubles g, (H *ᵥ (ref r + embed g c)) i.1 = H r r * c i) ↔
      c = amp g H r := by
    rw [← amplitude_iff hA, funext_iff]
    refine forall_congr' fun i => ?_
    simp only [Matrix.mulVec_add, Pi.add_apply, mulVec_ref, mulVec_embed, gap_mulVec,
      coupling, Pi.zero_apply]
    constructor <;> intro e <;> linarith
  have h2 : ref r ⬝ᵥ H *ᵥ embed g c = coupling g H r ⬝ᵥ c := by
    rw [ref_dot, mulVec_embed]
    refine Finset.sum_congr rfl fun j _ => ?_
    rw [h.isSymm.apply j.1 r]
    rfl
  rw [IsCEPA0, h1, h2]
  refine and_congr_right fun e => ?_
  rw [e, amp, dotProduct_neg]

/-- Excitation degrees of a model with a reference, two doubles and a quadruple. -/
def exG : Fin 4 → ℕ := ![0, 2, 2, 4]

/-- A Hamiltonian for the four-state model. -/
def exH : Matrix (Fin 4) (Fin 4) ℝ := !![0, 1, 1, 0; 1, 2, 0, 1; 1, 0, 2, 1; 0, 1, 1, 4]

/-- The four-state model is a single-reference problem whose shifted doubles block is
invertible. -/
theorem singleReference_witness :
    SingleReference exG exH 0 ∧ IsUnit (gap exG exH 0).det := by
  have key : ∀ i j : Fin 4, exG i = 2 → exG j = 2 → exH i j = if i = j then 2 else 0 := by
    intro i j
    fin_cases i <;> fin_cases j <;> simp [exG, exH]
  have h00 : exH 0 0 = 0 := by simp [exH]
  have hg : gap exG exH 0 = (2 : ℝ) • (1 : Matrix (Doubles exG) (Doubles exG) ℝ) := by
    ext i j
    have hij := key i.1 j.1 i.2 j.2
    by_cases e : i = j
    · subst e
      simp [gap, hij, h00]
    · have hv : i.1 ≠ j.1 := fun h => e (Subtype.ext h)
      simp [gap, hij, h00, e, hv]
  refine ⟨⟨?_, ?_, ?_⟩, ?_⟩
  · exact Matrix.IsSymm.ext fun i j => by fin_cases i <;> fin_cases j <;> simp [exH]
  · intro i
    fin_cases i <;> simp [exG]
  · intro i
    fin_cases i <;> simp [exG, exH]
  · rw [hg, Matrix.det_smul, Matrix.det_one, mul_one]
    exact isUnit_iff_ne_zero.2 (pow_ne_zero _ two_ne_zero)

end

end RetainingExcitationDegree
```

```lean
#print axioms RetainingExcitationDegree.retaining_degree_series
#print axioms RetainingExcitationDegree.cepa0_iff
```

```
'RetainingExcitationDegree.retaining_degree_series' depends on axioms: [propext, Classical.choice, Quot.sound]
'RetainingExcitationDegree.cepa0_iff' depends on axioms: [propext, Classical.choice, Quot.sound]
```

## The reference, the doubles and their coupling

The reference state \(\Phi\) is `ref r`, a unit vector. Amplitudes \(c\) live on the subtype `Doubles g`, and `embed g c` is the corresponding state \(\Psi_c\), zero on every other configuration. For doubles \(i,j\), the coupling vector and the shifted block are
\[
v_i=H_{ir},\qquad A_{ij}=H_{ij}-H_{rr}\,\delta_{ij},
\]
called `coupling` and `gap`. The first-order amplitudes are \(u=-A^{-1}v\), called `amp`.

`SingleReference` also assumes that \(H_{ir}=0\) unless \(g_i\) is 0 or 2. For singles this stands for Brillouin's theorem with a Hartree–Fock reference; for triples and higher it reflects a Hamiltonian with at most two-body terms. Both are assumed here, not derived from orbitals. The main theorems also assume that \(A\) is invertible, which means that \(H_{rr}\) is not an eigenvalue of the doubles block. This is enough for the equations proved here. To read them as the perturbation series of an eigenvalue of \(H_0+\lambda V\), \(H_{rr}\) must not be an eigenvalue of any other excited block either. Otherwise a state of another degree, such as a quadruple, can mix with the reference at second order, and degenerate perturbation theory is needed. \(A\) need not be positive, so the sign of the second-order energy is not fixed.

## The perturbation series row by row

The five parts of `retaining_degree_series` are the zeroth-order equation, \(E_1=0\), the first-order equation, the value of \(E_2\), and a vanishing expectation value.

Column \(r\) of \(H_0\) contains only \(H_{rr}\), because no other configuration has degree 0. Hence \(H_0\Phi=H_{rr}\Phi\), and \(E_1=V_{rr}=0\). The first-order equation is therefore
\[
H_0\Psi_c+V\Phi=H_{rr}\Psi_c .
\]
In the row of a double \(i\), it reads
\[
\sum_{j\in D}H_{ij}c_j+v_i=H_{rr}c_i,
\qquad\text{that is}\qquad (Ac+v)_i=0,
\]
where \(D\) is the set of doubles. In any other row, \(H_0\) has no entry leading to a double and \(\Psi_c\) has no component. There \(V_{ir}\) also vanishes: for \(i=r\) because the degrees agree, otherwise by the coupling assumption. The row reads \(0=0\).

`firstOrder_iff` follows these two cases, and `amplitude_iff` multiplies by \(A^{-1}\) to obtain \(c=u\). The solution is unique among states supported on doubles.

Symmetry of \(H\) then gives
\[
E_2=\langle\Phi,V\Psi_u\rangle=\sum_{j\in D}H_{rj}u_j=v\cdot u=-v\cdot A^{-1}v .
\]
Finally, \(\langle\Psi_u,V\Psi_u\rangle=\sum_{i,j\in D}u_iV_{ij}u_j=0\), since \(V\) has no entries between doubles. Normalising \(\Psi_u\), when it is nonzero, leaves this value at zero. With \(E_1=0\), the unnormalised value \(\langle\Psi_u,V\Psi_u\rangle\) is the third-order energy, which therefore vanishes.

## The same equations from CEPA(0)

`IsCEPA0` is defined without \(H_0\) or \(V\). It projects the Schrödinger equation for \(\Phi+\Psi_c\) on the doubles, with \(H_{rr}\) in place of the total energy, and sets \(E_c=\langle\Phi,H\Psi_c\rangle\):
\[
v_i+\sum_{j\in D}H_{ij}c_j=H_{rr}c_i,\qquad E_c=v\cdot c .
\]
The first equation is again \(Ac+v=0\). Thus `cepa0_iff` finds exactly one solution, \(c=u\) with \(E_c=-v\cdot A^{-1}v\). In electronic-structure terms, a doubles-only CEPA(0) calculation in a finite real basis, with a reference that satisfies Brillouin's theorem, can be read as second-order perturbation theory with this partitioning.

## Splitting the sum over configurations

The row equations rest on `mulVec_embed`, which turns a matrix acting on \(\Psi_c\) into a sum over doubles. Its main device is `Fintype.sum_subtype_add_sum_subtype`: a sum over a finite type equals the sum over the elements satisfying a predicate plus the sum over the rest. Rewriting from right to left with the predicate `g j = 2` separates the doubles. Each remaining term contains a zero component of `embed g c`, so only the sum over `Doubles g` survives.

## Two doubles and a quadruple

`singleReference_witness` shows that the matrix `exH` satisfies the hypotheses. Here \(H_{rr}=0\), \(v=(1,1)\) and \(A=2I\), so
\[
u=\left(-\tfrac12,-\tfrac12\right),\qquad E_2=-\left(\tfrac12+\tfrac12\right)=-1 .
\]
The quadruple does not enter \(E_2\). Diagonalising the full matrix by hand gives the lowest eigenvalue \(2-2\sqrt2\approx-0.83\), so the second-order energy lies below the exact one in this model.
